# A $q$-point Monkhorst–Pack mesh contains zero exactly when $q$ is odd, and averages integer harmonics to $0$ or $\pm1$

Q: My conventions are these. Primitive vectors $a_i$ and reciprocal vectors $b_j$ satisfy $a_i\cdot b_j = 2\pi\delta_{ij}$. A wave vector is $k=\sum_i u_i b_i$ with real $u_i$, a lattice vector is $R=\sum_i m_i a_i$ with integer $m_i$. Your file contains no lattice, so where is $e^{ik\cdot R}$?

A: In those coordinates $e^{ik\cdot R}=\exp(2\pi i\sum_i m_iu_i)$, and the cell geometry has dropped out. The file takes this form as its definition. Along one direction with $q$ points, `mpPoint q r` is
$$u_r=\frac{2r-q-1}{2q},\qquad r=1,\dots,q,$$
`planeWave m u` is $e^{2\pi i m u}$, and `meshMean q f` is $\frac1q\sum_{r=1}^q f(u_r)$ for a complex function $f$. The type `m : ℤ` encodes that $R$ is a lattice vector, so the wave has period 1 in $u$. All points have equal weight, and the mesh has no additional shift. `gridMean q m` is the mean of $\exp(2\pi i\sum_i m_iu_{r_i})$ over the product mesh, with $q_i$ points and an index $r_i$ along direction $i$.

In Lean 4 with Mathlib:

```lean
import Mathlib

open Complex

namespace MonkhorstPack

noncomputable section

/-- The Monkhorst-Pack point `u_r = (2r - q - 1)/(2q)`, in units of a reciprocal lattice
vector; the mesh consists of `r = 1, …, q`. -/
def mpPoint (q r : ℕ) : ℝ := (2 * (r : ℝ) - q - 1) / (2 * q)

/-- The plane wave `exp(2πi m u)` for the integer lattice coordinate `m`. -/
def planeWave (m : ℤ) (u : ℝ) : ℂ := Complex.exp (2 * (Real.pi : ℂ) * I * (m : ℂ) * (u : ℂ))

/-- The mean of a function over the `q` mesh points. -/
def meshMean (q : ℕ) (f : ℝ → ℂ) : ℂ := (∑ r ∈ Finset.Icc 1 q, f (mpPoint q r)) / (q : ℂ)

/-- The mean of `exp(2πi ∑ᵢ mᵢ u_{rᵢ})` over the product mesh with `q i` points along
direction `i`. -/
def gridMean {ι : Type*} [Fintype ι] [DecidableEq ι] (q : ι → ℕ) (m : ι → ℤ) : ℂ :=
  (∑ r ∈ Fintype.piFinset (fun i => Finset.Icc 1 (q i)),
    Complex.exp (2 * (Real.pi : ℂ) * I * ∑ i, (m i : ℂ) * (mpPoint (q i) (r i) : ℂ)))
    / ∏ i, (q i : ℂ)
```

Q: Coordinates alone don't show that the points sample the zone properly.

A: For $1\le r\le q$ the numerator obeys $-q<2r-q-1<q$, so $-\tfrac12<u_r<\tfrac12$. `mpPoint_mem_zone` clears the positive denominator $2q$ and gives these inequalities to `linarith`. The region is the centred parallelepiped cell, which in general is not the Wigner–Seitz zone. Replacing $r$ by $q+1-r$ turns the numerator into $2(q+1-r)-q-1=-(2r-q-1)$, so the mesh is mapped to itself by $u\mapsto-u$, which is `mpPoint_reflect`.

```lean
/-- Every mesh point lies strictly between `-1/2` and `1/2`. -/
theorem mpPoint_mem_zone {q r : ℕ} (hr : r ∈ Finset.Icc 1 q) :
    -(1 / 2) < mpPoint q r ∧ mpPoint q r < 1 / 2 := by
  obtain ⟨h1, h2⟩ := Finset.mem_Icc.mp hr
  have h1' : (1 : ℝ) ≤ r := by exact_mod_cast h1
  have h2' : (r : ℝ) ≤ q := by exact_mod_cast h2
  have hq : (0 : ℝ) < 2 * q := by linarith
  unfold mpPoint
  constructor
  · rw [lt_div_iff₀ hq]; linarith
  · rw [div_lt_iff₀ hq]; linarith

/-- The mesh is symmetric under inversion: the index `q + 1 - r` is again in `1, …, q` and
its point is `-u_r`. -/
theorem mpPoint_reflect {q r : ℕ} (hr : r ∈ Finset.Icc 1 q) :
    q + 1 - r ∈ Finset.Icc 1 q ∧ mpPoint q (q + 1 - r) = -mpPoint q r := by
  obtain ⟨h1, h2⟩ := Finset.mem_Icc.mp hr
  refine ⟨Finset.mem_Icc.mpr ⟨by omega, by omega⟩, ?_⟩
  have h : r ≤ q + 1 := by omega
  unfold mpPoint
  rw [Nat.cast_sub h]
  push_cast
  ring
```

Q: The statement about zero has no hypothesis $q\ge1$. That looks suspicious.

A: It reads: some $r$ in $1,\dots,q$ has $u_r=0$ if and only if $q$ is odd. If $u_r=0$, the numerator vanishes, $q+1=2r$, and $q=2(r-1)+1$; the proof supplies `r - 1` as witness. Conversely, for $q=2k+1$ with $k$ a natural number, the index $r=k+1$ gives $2(k+1)-(2k+1)-1=0$. At $q=0$ the index range is empty and $0$ is even, so both sides are false. For $q=1$ the mesh is $\{0\}$, for $q=2$ it is $\{-\tfrac14,\tfrac14\}$.

```lean
/-- Zero is a mesh point exactly when `q` is odd. -/
theorem zero_mem_mesh_iff_odd (q : ℕ) :
    (∃ r ∈ Finset.Icc 1 q, mpPoint q r = 0) ↔ Odd q := by
  constructor
  · rintro ⟨r, hr, h⟩
    obtain ⟨h1, h2⟩ := Finset.mem_Icc.mp hr
    have hq : (1 : ℝ) ≤ q := by exact_mod_cast h1.trans h2
    unfold mpPoint at h
    rcases div_eq_zero_iff.mp h with h | h
    · -- the numerator vanishes: q + 1 = 2r
      have h3 : (q : ℝ) + 1 = 2 * r := by linarith
      have h4 : q + 1 = 2 * r := by exact_mod_cast h3
      exact ⟨r - 1, by omega⟩
    · exfalso; linarith
  · rintro ⟨k, rfl⟩
    refine ⟨k + 1, Finset.mem_Icc.mpr ⟨by omega, by omega⟩, ?_⟩
    unfold mpPoint
    rw [div_eq_zero_iff]
    left
    push_cast
    ring
```

Q: Now the vanishing mean, step by step.

A: For $q=0$ the sum is empty, and the proof disposes of this case first; take $q\ge1$. Write $r=j+1$ with $j=0,\dots,q-1$, which is the reindexing `hshift`. Then $u_{j+1}=u_1+j/q$, and with $\omega=e^{2\pi i m/q}$ each phase is $e^{2\pi i mu_1}\omega^j$, which is `hterm`. Next, $\omega^q=e^{2\pi i m}=1$ (`hpow`). If $\omega=1$, then $2\pi i m/q=2\pi i n$ for an integer $n$, so $m=qn$; hence $q\nmid m$ gives $\omega\ne1$ (`hne`). The geometric sum `geom_sum_eq` finishes:
$$\sum_{r=1}^q e^{2\pi i mu_r}=e^{2\pi i mu_1}\,\frac{\omega^q-1}{\omega-1}=0 .$$

```lean
/-- If `q` does not divide `m`, the phases `exp(2πi m u_r)` sum to zero over the mesh. -/
theorem sum_planeWave_eq_zero (q : ℕ) (m : ℤ) (hm : ¬ (q : ℤ) ∣ m) :
    ∑ r ∈ Finset.Icc 1 q, planeWave m (mpPoint q r) = 0 := by
  rcases Nat.eq_zero_or_pos q with h0 | hq
  · subst h0; simp
  have hq' : (q : ℂ) ≠ 0 := by exact_mod_cast hq.ne'
  have hshift : ∀ (g : ℕ → ℂ) (n : ℕ),
      ∑ r ∈ Finset.Icc 1 n, g r = ∑ j ∈ Finset.range n, g (j + 1) := by
    intro g n
    induction n with
    | zero => simp
    | succ n ih => rw [Finset.sum_Icc_succ_top (by omega), Finset.sum_range_succ, ih]
  obtain ⟨ω, hω⟩ : ∃ ω : ℂ, ω = Complex.exp (2 * (Real.pi : ℂ) * I * (m : ℂ) / q) := ⟨_, rfl⟩
  -- the ratio ω is a q-th root of unity different from 1
  have hpow : ω ^ q = 1 := by
    have h : (q : ℂ) * (2 * (Real.pi : ℂ) * I * (m : ℂ) / q)
        = (m : ℂ) * (2 * (Real.pi : ℂ) * I) := by
      field_simp
    rw [hω, ← Complex.exp_nat_mul, h, Complex.exp_int_mul_two_pi_mul_I]
  have hne : ω ≠ 1 := by
    intro h
    rw [hω, Complex.exp_eq_one_iff] at h
    obtain ⟨n, hn⟩ := h
    rw [div_eq_iff hq'] at hn
    have h2 : (2 * (Real.pi : ℂ) * I) * (m : ℂ) = (2 * (Real.pi : ℂ) * I) * ((q : ℂ) * n) := by
      linear_combination hn
    have h3 := mul_left_cancel₀ Complex.two_pi_I_ne_zero h2
    exact hm ⟨n, by exact_mod_cast h3⟩
  -- the phases form a geometric progression
  have hterm : ∀ j : ℕ,
      planeWave m (mpPoint q (j + 1)) = planeWave m (mpPoint q 1) * ω ^ j := by
    intro j
    unfold planeWave mpPoint
    rw [hω, ← Complex.exp_nat_mul, ← Complex.exp_add]
    congr 1
    push_cast
    ring
  calc ∑ r ∈ Finset.Icc 1 q, planeWave m (mpPoint q r)
      = ∑ j ∈ Finset.range q, planeWave m (mpPoint q (j + 1)) :=
        hshift (fun r => planeWave m (mpPoint q r)) q
    _ = ∑ j ∈ Finset.range q, planeWave m (mpPoint q 1) * ω ^ j :=
        Finset.sum_congr rfl fun j _ => hterm j
    _ = 0 := by rw [← Finset.mul_sum, geom_sum_eq hne, hpow]; simp
```

Q: For $m=qs$ with integer $s$ I expected 1, as for the points $j/q$. Why a sign?

A: For even $q$ the points sit at half-integer multiples of $1/q$. For $q\ge1$ the exponent is
$$2\pi i\,qs\,\frac{2r-q-1}{2q}=\pi i\,s(2r-q-1)=2\pi i\,[\,sr-s(q+1)\,]+\pi i\,s(q+1).$$
This splitting is `h` in `planeWave_aliased`. The first part exponentiates to 1 and the second to $(e^{i\pi})^{s(q+1)}=(-1)^{s(q+1)}$, whatever $r$ is. The power has an integer exponent, so negative $s$ is included. For odd $q$ the sign is always $+1$, for even $q$ it is $(-1)^s$. At $q=2$, $m=2$ the two phases are $e^{\mp i\pi}=-1$, in agreement with $(-1)^3$. With $s=1$ the formula says that a single-particle Bloch state at a mesh point acquires the factor $(-1)^{q+1}$ under translation by $q$ cells: periodic on the supercell for odd $q$, antiperiodic for even $q$.

```lean
/-- For `q ≥ 1` and `m = q s` the phase `exp(2πi m u_r)` equals `(-1)^(s(q+1))` for every `r`. -/
theorem planeWave_aliased {q : ℕ} (hq : 1 ≤ q) (s : ℤ) (r : ℕ) :
    planeWave (q * s) (mpPoint q r) = (-1 : ℂ) ^ (s * ((q : ℤ) + 1)) := by
  have hq' : (q : ℂ) ≠ 0 := by exact_mod_cast (by omega : q ≠ 0)
  -- split the exponent into whole turns and s(q+1) half turns
  have h : 2 * (Real.pi : ℂ) * I * (((q : ℤ) * s : ℤ) : ℂ) * ((mpPoint q r : ℝ) : ℂ)
      = ((s * (r : ℤ) - s * ((q : ℤ) + 1) : ℤ) : ℂ) * (2 * (Real.pi : ℂ) * I)
        + ((s * ((q : ℤ) + 1) : ℤ) : ℂ) * ((Real.pi : ℂ) * I) := by
    unfold mpPoint
    push_cast
    field_simp
    ring
  unfold planeWave
  rw [h, Complex.exp_add, Complex.exp_int_mul_two_pi_mul_I, Complex.exp_int_mul,
    Complex.exp_pi_mul_I, one_mul]
```

Q: And the main theorem covers every $m$?

A: For $q\ge1$ and any integer $m$, `meshMean_planeWave` has two parts: the mean is $0$ if $q\nmid m$, and it is $(-1)^{s(q+1)}$ whenever $m=qs$. Every integer falls under one of them. The first part divides the vanishing sum by $q$. The second adds $q$ equal terms and cancels $q$, where $q\ge1$ is used.

```lean
/-- For `q ≥ 1` the mesh mean of `exp(2πi m u)` is `0` if `q` does not divide `m`, and
`(-1)^(s(q+1))` if `m = q s`. -/
theorem meshMean_planeWave {q : ℕ} (hq : 1 ≤ q) (m : ℤ) :
    (¬ (q : ℤ) ∣ m → meshMean q (planeWave m) = 0) ∧
    (∀ s : ℤ, m = q * s → meshMean q (planeWave m) = (-1 : ℂ) ^ (s * ((q : ℤ) + 1))) := by
  have hq' : (q : ℂ) ≠ 0 := by exact_mod_cast (by omega : q ≠ 0)
  constructor
  · intro hm
    unfold meshMean
    rw [sum_planeWave_eq_zero q m hm, zero_div]
  · rintro s rfl
    unfold meshMean
    have h : ∑ r ∈ Finset.Icc 1 q, planeWave (q * s) (mpPoint q r)
        = ∑ _r ∈ Finset.Icc 1 q, (-1 : ℂ) ^ (s * ((q : ℤ) + 1)) :=
      Finset.sum_congr rfl fun r _ => planeWave_aliased hq s r
    rw [h, Finset.sum_const, Nat.card_Icc, Nat.add_sub_cancel, nsmul_eq_mul,
      mul_div_cancel_left₀ _ hq']
```

Q: I average band energies and densities, not single plane waves.

A: Take $q\ge1$, a finite set $S$ of integers, complex coefficients $c_m$, and $f(u)=\sum_{m\in S}c_me^{2\pi i mu}$. Exchanging the two finite sums and inserting the previous result term by term gives
$$\frac1q\sum_{r=1}^q f(u_r)=\sum_{m\in S,\;q\mid m}c_m\,(-1)^{(m/q)(q+1)} .$$
In `meshMean_fourier`, `Finset.sum_comm` does the exchange and `split_ifs` separates $q\mid m$ from $q\nmid m$. The integer quotient `m / (q : ℤ)` is exact on the terms that survive the filter.

```lean
/-- Aliasing formula: for `q ≥ 1` the mesh mean of a finite Fourier sum `∑ c_m exp(2πi m u)` is the
sum of the `c_m` with `q ∣ m`, each with the sign `(-1)^((m/q)(q+1))`. -/
theorem meshMean_fourier {q : ℕ} (hq : 1 ≤ q) (S : Finset ℤ) (c : ℤ → ℂ) :
    meshMean q (fun u => ∑ m ∈ S, c m * planeWave m u)
      = ∑ m ∈ S.filter (fun m => (q : ℤ) ∣ m),
          c m * (-1 : ℂ) ^ (m / (q : ℤ) * ((q : ℤ) + 1)) := by
  simp only [meshMean]
  rw [Finset.sum_comm, Finset.sum_div, Finset.sum_filter]
  refine Finset.sum_congr rfl fun m _ => ?_
  have hm := meshMean_planeWave hq m
  simp only [meshMean] at hm
  rw [← Finset.mul_sum, mul_div_assoc]
  split_ifs with h
  · rw [hm.2 (m / (q : ℤ)) (Int.mul_ediv_cancel' h).symm]
  · rw [hm.1 h, mul_zero]
```

Q: When is the mesh mean the true zone average?

A: `meshMean_exact` assumes $0\in S$ and $|m|<q$ for all $m\in S$. Physically the second condition says that the real-space range of $f$ is shorter than $q$ cells; it is assumed, not derived from a Hamiltonian. Taking $m=0$ in it yields $q\ge1$. The only multiple of $q$ with $|m|<q$ is $0$, so the filtered set is $\{0\}$ (`hf`) and the mean is $c_0$. For a non-interacting one-band chain with on-site energy $\varepsilon_0$ and nearest-neighbour hopping $t$, the band $\varepsilon_0-2t\cos 2\pi u$ has $S=\{-1,0,1\}$, $c_0=\varepsilon_0$ and $c_{\pm1}=-t$, so every $q\ge2$ returns the filled-band mean $\varepsilon_0$. At $q=1$ the aliasing formula gives $\varepsilon_0-2t$ instead.

```lean
/-- If all harmonics of a finite Fourier sum containing `m = 0` satisfy `|m| < q`, its mesh
mean is the constant coefficient `c_0`. -/
theorem meshMean_exact {q : ℕ} (S : Finset ℤ) (c : ℤ → ℂ) (h0 : (0 : ℤ) ∈ S)
    (hS : ∀ m ∈ S, |m| < (q : ℤ)) :
    meshMean q (fun u => ∑ m ∈ S, c m * planeWave m u) = c 0 := by
  have hq0 := hS 0 h0
  rw [abs_zero] at hq0
  have hq : 1 ≤ q := by omega
  have hf : S.filter (fun m => (q : ℤ) ∣ m) = {0} := by
    ext m
    rw [Finset.mem_filter, Finset.mem_singleton]
    constructor
    · rintro ⟨hm, hd⟩
      exact Int.eq_zero_of_abs_lt_dvd hd (hS m hm)
    · rintro rfl
      exact ⟨h0, dvd_zero _⟩
  rw [meshMean_fourier hq, hf]
  simp
```

Q: You said $c_0$, and I asked for the zone average.

A: The theorem ends at $c_0$. Its identification with $\int_{-1/2}^{1/2}f\,du$ rests on $\int_{-1/2}^{1/2}e^{2\pi i mu}du=\delta_{m0}$, and that integral, like the remark on supercells above and the one on programs below, is ordinary reasoning that the file does not state. Infinite Fourier series are not treated either, so there is no convergence rate in $q$, and an integrand cut by a Fermi surface is not covered.

Q: What survives in three dimensions?

A: The directions form any finite index type `ι`, with all $q_i\ge1$. The exponential of a sum is a product, and a sum over the product mesh of a product is a product of sums:
$$\frac{1}{\prod_iq_i}\sum_{(r_i)}\prod_ie^{2\pi i m_iu_{r_i}}=\prod_i\Big(\frac1{q_i}\sum_{r=1}^{q_i}e^{2\pi i m_iu_r}\Big),$$
where each $u$ in factor $i$ is built with $q_i$. That is `hfac`, through `Finset.prod_univ_sum` and `Complex.exp_sum`. One direction with $q_i\nmid m_i$ makes a factor zero. If $m_i=q_is_i$ with integers $s_i$ for all $i$, the mean is $\prod_i(-1)^{s_i(q_i+1)}$. `gridMean_eq` concerns a single plane wave; the aliasing and exactness theorems are one-dimensional, and reduction of the mesh by point-group symmetry does not appear.

```lean
/-- On a product mesh in any dimension with all `qᵢ ≥ 1` the mean of `exp(2πi ∑ᵢ mᵢ u_{rᵢ})` is `0`
if some `qᵢ` does not divide `mᵢ`, and `∏ᵢ (-1)^(sᵢ(qᵢ+1))` if `mᵢ = qᵢ sᵢ` for all `i`. -/
theorem gridMean_eq {ι : Type*} [Fintype ι] [DecidableEq ι] (q : ι → ℕ) (hq : ∀ i, 1 ≤ q i)
    (m : ι → ℤ) :
    ((∃ i, ¬ (q i : ℤ) ∣ m i) → gridMean q m = 0) ∧
    (∀ s : ι → ℤ, (∀ i, m i = q i * s i) →
      gridMean q m = ∏ i, (-1 : ℂ) ^ (s i * ((q i : ℤ) + 1))) := by
  -- the mean factorises over the directions
  have hfac : gridMean q m = ∏ i, meshMean (q i) (planeWave (m i)) := by
    simp only [gridMean, meshMean]
    rw [Finset.prod_div_distrib, Finset.prod_univ_sum]
    congr 1
    refine Finset.sum_congr rfl fun r _ => ?_
    simp only [planeWave]
    rw [← Complex.exp_sum, Finset.mul_sum]
    congr 1
    exact Finset.sum_congr rfl fun i _ => by ring
  rw [hfac]
  constructor
  · rintro ⟨i, hi⟩
    exact Finset.prod_eq_zero (Finset.mem_univ i) ((meshMean_planeWave (hq i) (m i)).1 hi)
  · intro s hs
    exact Finset.prod_congr rfl fun i _ => (meshMean_planeWave (hq i) (m i)).2 (s i) (hs i)

end

end MonkhorstPack
```

```lean
#print axioms MonkhorstPack.mpPoint_reflect
#print axioms MonkhorstPack.zero_mem_mesh_iff_odd
#print axioms MonkhorstPack.meshMean_exact
#print axioms MonkhorstPack.gridMean_eq
```

```
'MonkhorstPack.mpPoint_reflect' depends on axioms: [propext, Classical.choice, Quot.sound]
'MonkhorstPack.zero_mem_mesh_iff_odd' depends on axioms: [propext, Classical.choice, Quot.sound]
'MonkhorstPack.meshMean_exact' depends on axioms: [propext, Classical.choice, Quot.sound]
'MonkhorstPack.gridMean_eq' depends on axioms: [propext, Classical.choice, Quot.sound]
```

Q: How would I recognise this in a program?

A: A loop over $j=0,\dots,q-1$ in each direction sets the fractional coordinate $(2j-q+1)/(2q)$, which is $u_{j+1}$, and every point of a $q_1\times q_2\times q_3$ mesh gets weight $1/(q_1q_2q_3)$. This loop generates the point $k=0$ only if all three $q_i$ are odd. Along one direction, the points $j/q$ with $j=0,\dots,q-1$ contain $0$ for every $q$. For odd $q$ they coincide with the points $u_r$ up to reciprocal lattice vectors, so both sets give the same mean of a lattice-periodic function. For even $q$ they are shifted from the $u_r$ by half a spacing, and the signs derived here do not apply to them. On the mesh of the points $u_r$, when the integrand satisfies $f(-k)=f(k)$, the pairs $k,-k$ can be merged with doubled weight, and $k=0$, if present, keeps its single weight. The list produced by the loop above can be checked by summing weight times $\exp(2\pi i\sum_i m_iu_i)$ over the unreduced mesh for a few integer triples: up to rounding the result is $0$ or the sign above, for instance $-1$ for the triple $(2,0,0)$ on a $2\times2\times2$ mesh.
